# The Luttinger Hamiltonian has cubic symmetry, and for spin 3/2 symmetry under a 45° rotation about z makes it spherical

Q: Near the top of the valence band in a cubic semiconductor, the constant-energy surfaces of the holes are warped. A quarter turn about a cube axis maps them onto themselves, whereas an eighth turn in general does not. You have formal statements about the symmetry of the Hamiltonian behind this. Which Hamiltonian do they use?

A: The Luttinger form, in units of $\hbar^2/2m$ with $m$ the free-electron mass. Take a wave vector $k=(k_0,k_1,k_2)$, operators $J=(J_0,J_1,J_2)$ for the $x,y,z$ components, and three real band parameters $g_1,g_2,g_3$, usually written $\gamma_1,\gamma_2,\gamma_3$. Then

$$H(k,J)=\left(g_1+\tfrac52 g_2\right)k^2-2g_2\sum_i k_i^2J_i^2-2g_3\sum_{i<j}k_ik_j(J_iJ_j+J_jJ_i).$$

The sign convention counts hole energies as positive. In the code, `A` is any real algebra, not necessarily commutative, and `J : Fin 3 → A` is any triple in it.

```lean
import Mathlib

open Matrix

namespace LuttingerSymmetry

noncomputable section

variable {A : Type*} [Ring A] [Algebra ℝ A]

/-- The Luttinger form with parameters `g1, g2, g3`, wave vector `k` and operators `J`,
in units of `ħ² / 2m`. -/
def luttinger (g1 g2 g3 : ℝ) (k : Fin 3 → ℝ) (J : Fin 3 → A) : A :=
  ((g1 + 5 / 2 * g2) * (k ⬝ᵥ k)) • (1 : A) - (2 * g2) • ∑ i, (k i) ^ 2 • (J i) ^ 2
    - (2 * g3) • ((k 0 * k 1) • (J 0 * J 1 + J 1 * J 0)
      + (k 1 * k 2) • (J 1 * J 2 + J 2 * J 1) + (k 2 * k 0) • (J 2 * J 0 + J 0 * J 2))
```

Q: Any triple? Then where is the angular momentum?

A: The symmetry statements don't need it. They rest on the scalar combination $k\cdot J=\sum_i k_iJ_i$, sums of squares, and the rule that a real matrix $R$ acts on both vectors: $k\mapsto Rk$ and $(RJ)_i=\sum_j R_{ij}J_j$.

```lean
/-- The operator `k · J`. -/
def kDotJ (k : Fin 3 → ℝ) (J : Fin 3 → A) : A := ∑ i, k i • J i

/-- The triple of operators `J` transformed as a vector by the matrix `R`. -/
def rotateOps (R : Matrix (Fin 3) (Fin 3) ℝ) (J : Fin 3 → A) : Fin 3 → A :=
  fun i => ∑ j, R i j • J j
```

Q: I would write the symmetry as $H(Rk)=U\,H(k)\,U^\dagger$, with $U$ acting on the spin states. You have $H(Rk,RJ)=H(k,J)$. And $J$ is an axial vector, so inversion should leave it alone.

A: For a proper rotation, the usual $U$ turns the components of $J$ into one another, which connects the two forms; the file states the version with $RJ$ and doesn't construct $U$. For an improper $R$, the axial rule differs from $RJ$ by an overall sign of $J$, and $H$ is quadratic in $J$, so the sign disappears.

The cubic operations are the signed permutations $(Rk)_i=\varepsilon_i k_{\sigma(i)}$, where $\sigma$ permutes the axes and each $\varepsilon_i$ is $\pm1$. The other matrix we need is the rotation by $\theta$ about $z$.

```lean
/-- The matrix that permutes the three axes by `σ` and attaches the signs `ε`. -/
def signedPerm (σ : Equiv.Perm (Fin 3)) (ε : Fin 3 → ℤˣ) : Matrix (Fin 3) (Fin 3) ℝ :=
  Matrix.of fun i j => if j = σ i then (((ε i : ℤˣ) : ℤ) : ℝ) else 0

/-- The rotation by the angle `θ` about the z-axis. -/
def rotZ (θ : ℝ) : Matrix (Fin 3) (Fin 3) ℝ :=
  !![Real.cos θ, -Real.sin θ, 0; Real.sin θ, Real.cos θ, 0; 0, 0, 1]
```

For the converse we do need actual spin matrices, written in the basis $m=3/2,1/2,-1/2,-3/2$.

```lean
/-- The spin-3/2 matrices `Jx, Jy, Jz` in the basis `m = 3/2, 1/2, -1/2, -3/2`. -/
def spinThreeHalf : Fin 3 → Matrix (Fin 4) (Fin 4) ℂ :=
  let s : ℂ := ((√3 : ℝ) : ℂ)
  ![!![0, s / 2, 0, 0; s / 2, 0, 1, 0; 0, 1, 0, s / 2; 0, 0, s / 2, 0],
    !![0, -(Complex.I * s / 2), 0, 0; Complex.I * s / 2, 0, -Complex.I, 0;
      0, Complex.I, 0, -(Complex.I * s / 2); 0, 0, Complex.I * s / 2, 0],
    !![3 / 2, 0, 0, 0; 0, 1 / 2, 0, 0; 0, 0, -(1 / 2), 0; 0, 0, 0, -(3 / 2)]]
```

Q: How do you see the symmetry without checking 48 cases?

A: Expand the square, keeping the order of the operators:

$$(k\cdot J)^2=\sum_i k_i^2J_i^2+\sum_{i<j}k_ik_j(J_iJ_j+J_jJ_i).$$

Eliminating the mixed terms gives

$$H=\left(g_1+\tfrac52g_2\right)k^2-2g_3(k\cdot J)^2-2(g_2-g_3)\sum_i k_i^2J_i^2.$$

Only the last term knows about the cube axes.

```lean
/-- The Luttinger form is a part built from `k²` and `(k · J)²` plus a cubic term
proportional to `g2 - g3`. -/
theorem luttinger_split (g1 g2 g3 : ℝ) (k : Fin 3 → ℝ) (J : Fin 3 → A) :
    luttinger g1 g2 g3 k J = ((g1 + 5 / 2 * g2) * (k ⬝ᵥ k)) • (1 : A)
      - (2 * g3) • (kDotJ k J) ^ 2 - (2 * (g2 - g3)) • ∑ i, (k i) ^ 2 • (J i) ^ 2 := by
  simp only [luttinger, kDotJ, Fin.sum_univ_three, pow_two, add_mul, mul_add,
    smul_mul_assoc, mul_smul_comm]
  module
```

Q: The proof is two steps. What does the work?

A: The tactic `module`. Since `A` need not be commutative, `ring` is not available for its elements. The `simp only` call first multiplies out the products and moves the real coefficients to the front. What remains is a linear combination of words such as `J 0 * J 1` and `J 1 * J 0`, and `module` compares their real coefficients while treating the two words as different objects. This is the bookkeeping one does by hand with non-commuting operators, and it returns in the rotation calculation below.

Q: Now the orthogonal matrices.

A: Suppose $R^TR=1$. Then $(Rk)\cdot(Rk)=k\cdot R^TRk=k^2$, and

$$\sum_i(Rk)_i(RJ)_i=\sum_j\Big(\sum_i(Rk)_iR_{ij}\Big)J_j=\sum_j(R^TRk)_jJ_j=k\cdot J.$$

In the proof, `move` is the exchange of sums and `back` is $R^TRk=k$.

```lean
/-- An orthogonal transformation of both `k` and `J` preserves `k²` and `k · J`. -/
theorem orthogonal_invariants (R : Matrix (Fin 3) (Fin 3) ℝ) (hR : Rᵀ * R = 1)
    (k : Fin 3 → ℝ) (J : Fin 3 → A) :
    (R *ᵥ k) ⬝ᵥ (R *ᵥ k) = k ⬝ᵥ k ∧ kDotJ (R *ᵥ k) (rotateOps R J) = kDotJ k J := by
  have back : (R *ᵥ k) ᵥ* R = k := by
    rw [← Matrix.mulVec_transpose, Matrix.mulVec_mulVec, hR, Matrix.one_mulVec]
  refine ⟨by rw [Matrix.dotProduct_mulVec, back], ?_⟩
  -- move the matrix from the operators back onto the wave vector
  have move : kDotJ (R *ᵥ k) (rotateOps R J) = kDotJ ((R *ᵥ k) ᵥ* R) J := by
    simp only [kDotJ, rotateOps, Finset.smul_sum, smul_smul, Matrix.vecMul, dotProduct,
      Finset.sum_smul]
    exact Finset.sum_comm
  rw [move, back]
```

If $g_2=g_3=g$, the cube-axis term vanishes and $H$ is a function of the two invariants alone. It is therefore unchanged by every orthogonal $R$.

```lean
/-- For `g2 = g3` the Luttinger form is invariant under every orthogonal transformation
of `k` and `J`. -/
theorem luttinger_spherical (g1 g : ℝ) (R : Matrix (Fin 3) (Fin 3) ℝ) (hR : Rᵀ * R = 1)
    (k : Fin 3 → ℝ) (J : Fin 3 → A) :
    luttinger g1 g g (R *ᵥ k) (rotateOps R J) = luttinger g1 g g k J := by
  obtain ⟨h1, h2⟩ := orthogonal_invariants R hR k J
  rw [luttinger_split, luttinger_split, h1, h2]
  simp
```

Q: And for unequal parameters, are there really 48 operations, or just 48 labels?

A: There are $3!\cdot2^3=48$ pairs $(\sigma,\varepsilon)$, and different pairs give different matrices, because the single nonzero entry in row $i$ reveals both $\sigma(i)$ and $\varepsilon_i$. The theorem counts the set of matrices, with this argument as its injectivity step.

```lean
lemma sign_mul_self (e : ℤˣ) : (((e : ℤ) : ℝ)) * ((e : ℤ) : ℝ) = 1 := by
  rcases Int.units_eq_one_or e with h | h <;> simp [h]

/-- There are exactly 48 signed permutation matrices of the three axes. -/
theorem signedPerm_count :
    (Set.range fun p : Equiv.Perm (Fin 3) × (Fin 3 → ℤˣ) => signedPerm p.1 p.2).ncard = 48 := by
  have inj : Function.Injective
      (fun p : Equiv.Perm (Fin 3) × (Fin 3 → ℤˣ) => signedPerm p.1 p.2) := by
    rintro ⟨σ, ε⟩ ⟨τ, δ⟩ h
    -- the nonzero entry of each row fixes both the permutation and the sign
    have key : ∀ i, σ i = τ i ∧ ε i = δ i := by
      intro i
      have hi := congrFun (congrFun h i) (σ i)
      simp only [signedPerm, Matrix.of_apply, if_true] at hi
      by_cases hst : σ i = τ i
      · rw [if_pos hst] at hi
        exact ⟨hst, Units.ext (Int.cast_injective hi)⟩
      · rw [if_neg hst] at hi
        have := sign_mul_self (ε i)
        rw [hi] at this
        norm_num at this
    exact Prod.ext (Equiv.ext fun i => (key i).1) (funext fun i => (key i).2)
  rw [← Set.image_univ, Set.ncard_image_of_injective _ inj, Set.ncard_univ,
    Nat.card_eq_fintype_card]
  simp [Fintype.card_perm, Nat.factorial]
```

Each such matrix is orthogonal: its rows have length one and no two of them overlap. So $k^2$ and $k\cdot J$ are safe. In the remaining term the signs square to one:

$$\sum_i(\varepsilon_ik_{\sigma(i)})^2(\varepsilon_iJ_{\sigma(i)})^2=\sum_ik_{\sigma(i)}^2J_{\sigma(i)}^2=\sum_ik_i^2J_i^2.$$

The proof below has the same parts: `orth` for orthogonality, `hk` and `hJ` for the action on the components, and `h3` for the reordered sum.

```lean
/-- For all parameters the Luttinger form is invariant under every signed permutation
of the axes, applied to `k` and `J` together. -/
theorem luttinger_cubic (g1 g2 g3 : ℝ) (σ : Equiv.Perm (Fin 3)) (ε : Fin 3 → ℤˣ)
    (k : Fin 3 → ℝ) (J : Fin 3 → A) :
    luttinger g1 g2 g3 (signedPerm σ ε *ᵥ k) (rotateOps (signedPerm σ ε) J)
      = luttinger g1 g2 g3 k J := by
  have orth : (signedPerm σ ε)ᵀ * signedPerm σ ε = 1 := by
    rw [mul_eq_one_comm]
    ext i j
    by_cases h : i = j
    · subst h
      simp [Matrix.mul_apply, signedPerm, sign_mul_self]
    · simp [Matrix.mul_apply, signedPerm, h, Ne.symm h]
  obtain ⟨h1, h2⟩ := orthogonal_invariants _ orth k J
  have hk : ∀ i, (signedPerm σ ε *ᵥ k) i = ((ε i : ℤ) : ℝ) * k (σ i) := by
    intro i
    simp [signedPerm, Matrix.mulVec, dotProduct]
  have hJ : ∀ i, rotateOps (signedPerm σ ε) J i = ((ε i : ℤ) : ℝ) • J (σ i) := by
    intro i
    simp only [rotateOps, signedPerm, Matrix.of_apply, ite_smul, zero_smul,
      Finset.sum_ite_eq', Finset.mem_univ, if_true]
  -- signs square to one, and the cubic sum is only reordered
  have h3 : ∑ i, ((signedPerm σ ε *ᵥ k) i) ^ 2 • (rotateOps (signedPerm σ ε) J i) ^ 2
      = ∑ i, (k i) ^ 2 • (J i) ^ 2 := by
    rw [← Equiv.sum_comp σ (fun i => (k i) ^ 2 • (J i) ^ 2)]
    refine Finset.sum_congr rfl fun i _ => ?_
    have hs : (((ε i : ℤ) : ℝ)) ^ 2 = 1 := by rw [pow_two, sign_mul_self]
    rw [hk, hJ, smul_pow, mul_pow, hs, one_mul, one_smul]
  rw [luttinger_split, luttinger_split, h1, h2, h3]
```

Q: That gives symmetry. For unequal parameters, an eighth turn should change the Hamiltonian. Can you compute the change?

A: Yes, exactly. Take $k=(1,0,0)$ and write $c=\cos\theta$, $s=\sin\theta$. Then $Rk=(c,s,0)$, $(RJ)_0=cJ_0-sJ_1$ and $(RJ)_1=sJ_0+cJ_1$. The cube-axis sum becomes

$$c^2(cJ_0-sJ_1)^2+s^2(sJ_0+cJ_1)^2=(c^4+s^4)J_0^2+2c^2s^2J_1^2-sc(c^2-s^2)(J_0J_1+J_1J_0).$$

Subtract the original $J_0^2$, use $c^4+s^4=1-2c^2s^2$, and multiply by $-2(g_2-g_3)$:

$$\Delta H=4(g_2-g_3)\,sc\left[sc\,(J_0^2-J_1^2)+\tfrac{c^2-s^2}{2}(J_0J_1+J_1J_0)\right].$$

At 45° this is just $(g_2-g_3)(J_0^2-J_1^2)$. In the code, `e` is the expanded sum and `quartic` the trigonometric identity.

```lean
lemma rotZ_orthogonal (θ : ℝ) : (rotZ θ)ᵀ * rotZ θ = 1 := by
  have h := Real.sin_sq_add_cos_sq θ
  ext i j
  fin_cases i <;> fin_cases j <;>
    simp [rotZ, Matrix.mul_apply, Fin.sum_univ_three] <;>
    first | ring1 | linear_combination h

/-- The change of the Luttinger form when the unit vector `k` along x and the operators `J` are both
rotated about z. -/
theorem rotation_defect (g1 g2 g3 θ : ℝ) (J : Fin 3 → A) :
    luttinger g1 g2 g3 (rotZ θ *ᵥ ![1, 0, 0]) (rotateOps (rotZ θ) J)
      - luttinger g1 g2 g3 ![1, 0, 0] J
      = (4 * (g2 - g3) * (Real.sin θ * Real.cos θ)) •
        ((Real.sin θ * Real.cos θ) • ((J 0) ^ 2 - (J 1) ^ 2)
          + ((Real.cos θ ^ 2 - Real.sin θ ^ 2) / 2) • (J 0 * J 1 + J 1 * J 0)) := by
  obtain ⟨h1, h2⟩ := orthogonal_invariants _ (rotZ_orthogonal θ) ![1, 0, 0] J
  have k0 : (rotZ θ *ᵥ ![1, 0, 0]) 0 = Real.cos θ := by
    simp [rotZ, Matrix.mulVec, dotProduct, Fin.sum_univ_three]
  have k1 : (rotZ θ *ᵥ ![1, 0, 0]) 1 = Real.sin θ := by
    simp [rotZ, Matrix.mulVec, dotProduct, Fin.sum_univ_three]
  have k2 : (rotZ θ *ᵥ ![1, 0, 0]) 2 = 0 := by
    simp [rotZ, Matrix.mulVec, dotProduct, Fin.sum_univ_three]
  have j0 : rotateOps (rotZ θ) J 0 = Real.cos θ • J 0 - Real.sin θ • J 1 := by
    simp [rotateOps, rotZ, Fin.sum_univ_three, sub_eq_add_neg]
  have j1 : rotateOps (rotZ θ) J 1 = Real.sin θ • J 0 + Real.cos θ • J 1 := by
    simp [rotateOps, rotZ, Fin.sum_univ_three]
  have e : ∑ i, ((rotZ θ *ᵥ ![1, 0, 0]) i) ^ 2 • (rotateOps (rotZ θ) J i) ^ 2
      = (Real.cos θ ^ 4 + Real.sin θ ^ 4) • (J 0) ^ 2
        + (2 * Real.cos θ ^ 2 * Real.sin θ ^ 2) • (J 1) ^ 2
        - (Real.sin θ * Real.cos θ * (Real.cos θ ^ 2 - Real.sin θ ^ 2)) •
          (J 0 * J 1 + J 1 * J 0) := by
    rw [Fin.sum_univ_three, k0, k1, k2, j0, j1]
    simp only [pow_two, sub_mul, mul_sub, add_mul, mul_add, smul_mul_assoc, mul_smul_comm]
    module
  have e' : ∑ i, ((![1, 0, 0] : Fin 3 → ℝ) i) ^ 2 • (J i) ^ 2 = (J 0) ^ 2 := by
    simp [Fin.sum_univ_three]
  have quartic : Real.cos θ ^ 4 + Real.sin θ ^ 4
      = 1 - 2 * Real.cos θ ^ 2 * Real.sin θ ^ 2 := by
    linear_combination (Real.sin θ ^ 2 + Real.cos θ ^ 2 + 1) * Real.sin_sq_add_cos_sq θ
  rw [luttinger_split, luttinger_split, h1, h2, e, e', quartic]
  module
```

Q: The bracket might vanish for some operators.

A: It does for the smallest nontrivial spin. With $J_i=\sigma_i/2$, now using $\sigma_i$ for the Pauli matrices, every $J_i^2$ equals $1/4$ and the anticommutators are zero. The Hamiltonian collapses to $(g_1+2g_2)k^2$, which is isotropic whatever $g_3$ is. The converse therefore has to use the spin.

Q: Then convince me that your four-by-four matrices are spin 3/2.

A: They satisfy $[J_0,J_1]=iJ_2$ and its cyclic partners, and $J_2$ is diagonal with entries $3/2,1/2,-1/2,-3/2$. The commutators are checked entry by entry, using $(\sqrt3)^2=3$ and $i^2=-1$.

```lean
/-- The spin-3/2 matrices obey the angular momentum commutation relations. -/
theorem spinThreeHalf_commutators :
    let J := spinThreeHalf
    J 0 * J 1 - J 1 * J 0 = Complex.I • J 2 ∧ J 1 * J 2 - J 2 * J 1 = Complex.I • J 0 ∧
      J 2 * J 0 - J 0 * J 2 = Complex.I • J 1 := by
  have hs : ((√3 : ℝ) : ℂ) * ((√3 : ℝ) : ℂ) = 3 := by
    rw [← Complex.ofReal_mul, Real.mul_self_sqrt (by norm_num)]
    norm_num
  have hI := Complex.I_mul_I
  simp only [spinThreeHalf]
  generalize ((√3 : ℝ) : ℂ) = s at *
  refine ⟨?_, ?_, ?_⟩ <;> ext i j <;> fin_cases i <;> fin_cases j <;>
    simp <;>
    first
    | ring1
    | linear_combination (Complex.I / 2) * hs
    | linear_combination (-Complex.I / 2) * hs
    | linear_combination (s / 2) * hI
    | linear_combination (-s / 2) * hI
```

Now look at the matrix element between $m=3/2$ and $m=-1/2$, which is row 0, column 2 in Lean. There $J_0^2-J_1^2$ has the entry $\sqrt3$ and $J_0J_1+J_1J_0$ has $-i\sqrt3$. The real part of the bracket's entry is thus $\sqrt3\,sc$. If $\sin2\theta=2sc\neq0$, the bracket is nonzero, and $\Delta H=0$ leaves only $g_2=g_3$. The other direction is the spherical case already proved.

Q: What does the condition $\sin2\theta\ne0$ exclude?

A: The multiples of 90°. Those rotations are signed permutations, so they are symmetries for all parameters and can't tell $g_2$ from $g_3$. In the proof, `hsc` turns the condition into $sc\ne0$, `hD` and `hS` are the two matrix entries, and `re_part` takes the real part. Invariance is assumed for all $k$, but this direction uses only $k$ along $x$.

```lean
/-- For spin 3/2 and a rotation about z by an angle with `sin 2θ ≠ 0`, the Luttinger form
is invariant for all `k` exactly when `g2 = g3`. -/
theorem spinThreeHalf_invariant_iff (g1 g2 g3 θ : ℝ) (hθ : Real.sin (2 * θ) ≠ 0) :
    (∀ k, luttinger g1 g2 g3 (rotZ θ *ᵥ k) (rotateOps (rotZ θ) spinThreeHalf)
      = luttinger g1 g2 g3 k spinThreeHalf) ↔ g2 = g3 := by
  constructor
  · intro h
    have hsc : Real.sin θ * Real.cos θ ≠ 0 := by
      intro h0
      exact hθ (by rw [Real.sin_two_mul]; linear_combination 2 * h0)
    have hd := rotation_defect g1 g2 g3 θ spinThreeHalf
    rw [h, sub_self] at hd
    rcases smul_eq_zero.mp hd.symm with h0 | h0
    · rcases mul_eq_zero.mp h0 with h1 | h1
      · linarith
      · exact absurd h1 hsc
    · -- the matrix element between m = 3/2 and m = -1/2 cannot vanish
      have hD : (spinThreeHalf 0 ^ 2 - spinThreeHalf 1 ^ 2) 0 2 = ((√3 : ℝ) : ℂ) := by
        simp only [spinThreeHalf]
        generalize ((√3 : ℝ) : ℂ) = s
        simp [pow_two, Fin.sum_univ_four]
        linear_combination (-s / 2) * Complex.I_mul_I
      have hS : (spinThreeHalf 0 * spinThreeHalf 1 + spinThreeHalf 1 * spinThreeHalf 0) 0 2
          = -(Complex.I * ((√3 : ℝ) : ℂ)) := by
        simp only [spinThreeHalf]
        generalize ((√3 : ℝ) : ℂ) = s
        simp [Matrix.mul_apply, Fin.sum_univ_four]
        ring
      have h2 := congrFun (congrFun h0 0) 2
      rw [Matrix.add_apply, Matrix.smul_apply, Matrix.smul_apply, hD, hS] at h2
      have re_part : ∀ a b : ℝ, (a • ((√3 : ℝ) : ℂ)
          + b • -(Complex.I * ((√3 : ℝ) : ℂ))).re = a * √3 := by
        intro a b
        simp
      have h3 := congrArg Complex.re h2
      rw [re_part, Matrix.zero_apply, Complex.zero_re] at h3
      exact absurd h3 (mul_ne_zero hsc (by positivity))
  · rintro rfl k
    exact luttinger_spherical g1 g2 _ (rotZ_orthogonal θ) k _
```

For the eighth turn, $2\theta=\pi/2$ and the sine is one.

```lean
/-- For spin 3/2, invariance under the 45 degree rotation about z forces `g2 = g3`. -/
theorem spinThreeHalf_45_degrees (g1 g2 g3 : ℝ)
    (h : ∀ k, luttinger g1 g2 g3 (rotZ (Real.pi / 4) *ᵥ k)
      (rotateOps (rotZ (Real.pi / 4)) spinThreeHalf) = luttinger g1 g2 g3 k spinThreeHalf) :
    g2 = g3 := by
  refine (spinThreeHalf_invariant_iff g1 g2 g3 (Real.pi / 4) ?_).mp h
  rw [show 2 * (Real.pi / 4) = Real.pi / 2 by ring, Real.sin_pi_div_two]
  exact one_ne_zero

end

end LuttingerSymmetry
```

```lean
#print axioms LuttingerSymmetry.signedPerm_count
-- 'LuttingerSymmetry.signedPerm_count' depends on axioms: [propext, Classical.choice, Quot.sound]
#print axioms LuttingerSymmetry.luttinger_cubic
-- 'LuttingerSymmetry.luttinger_cubic' depends on axioms: [propext, Classical.choice, Quot.sound]
#print axioms LuttingerSymmetry.spinThreeHalf_commutators
-- 'LuttingerSymmetry.spinThreeHalf_commutators' depends on axioms: [propext, Classical.choice, Quot.sound]
#print axioms LuttingerSymmetry.spinThreeHalf_45_degrees
-- 'LuttingerSymmetry.spinThreeHalf_45_degrees' depends on axioms: [propext, Classical.choice, Quot.sound]
```

Q: So what may I use this for, and where must I stop?

A: For a bulk four-band $k\cdot p$ model with only these quadratic terms, it gives a symmetry check on an implementation: the 48 cubic operations must hold for any parameters, while a 45° rotation of $k$ and $J$ about $z$ must change the Hamiltonian at $k=(1,0,0)$ unless $g_2=g_3$, the condition imposed in the spherical approximation. Compare the matrices, not just the energies: for $g_3=-g_2\neq0$ the spin-3/2 energies are isotropic, so the constant-energy surfaces are not warped, although the Hamiltonian still changes under the 45° rotation of $k$ and $J$. Stop where the model does. The components of $k$ are real numbers, so they commute; magnetic fields and position-dependent envelope-function operators are not included. Neither are strain, the split-off band, or the terms linear in $k$ that crystals without inversion symmetry allow. The values of $g_1,g_2,g_3$ are inputs, and the quadratic form itself is taken as the definition, not derived from a crystal potential.
